# Stronger self-absorption never moves an X-ray emission peak up in energy where absorption rises with energy

## Could an odd line shape push the peak the other way?

By "the peak" of an emission line I mean the highest point of the spectrum over the whole recorded range, not just some local maximum. I measure a line close to an absorption edge, where the sample absorbs more strongly the higher the photon energy. When I turn the sample towards grazing exit, the emitted light travels further through it and the peak drifts to lower energy. That seems natural, since the high-energy side is weakened more. But my line is asymmetric, with a shoulder, and the highest point could jump from one feature to another. Is there a line shape for which more self-absorption moves the peak up?

## No: the ratio of the two spectra falls with energy, whatever the line shape

Your definition of the peak gives a clean answer. It allows shoulders, jumps and ties, and the argument needs no smoothness.

**The absorbed spectrum.** Let $S(x)$ be the emission at energy $x$ and $m(x)\ge 0$ the absorption coefficient of the sample. In a thick, homogeneous, flat sample, the incoming beam is attenuated at a rate $a>0$ per unit depth. The emitted light is attenuated at the rate $g\,m(x)$, where $g\ge 0$ is the path length to the surface per unit depth. At fixed incident energy and angle, $a$ is constant over the line. The layer between depths $z$ and $z+dz$ takes the fraction $a\,e^{-az}\,dz$ out of the incoming beam, and its emission is proportional to that fraction. Summing over depths $z$ gives

$$\int_0^\infty a\,S(x)\,e^{-(a+g\,m(x))z}\,dz=\frac{a\,S(x)}{a+g\,m(x)}=\frac{S(x)}{1+b\,m(x)},\qquad b=\frac ga .$$

Turning the sample towards grazing exit raises $g$. If the detector is at right angles to the beam and the sample turns about the axis perpendicular to both, the incidence also becomes more nearly normal, which lowers $a$. So $b=g/a$ rises. Write $M_b=S/(1+bm)$.

**The order of the peaks.** Let $S>0$, let $m$ be strictly increasing, and let $0\le b_1<b_2$. For energies $x<y$,

$$(1+b_2m(y))(1+b_1m(x))-(1+b_2m(x))(1+b_1m(y))=(b_2-b_1)(m(y)-m(x))>0 .$$

Dividing the positive number $S(x)S(y)$ by each product gives

$$M_{b_2}(y)\,M_{b_1}(x)<M_{b_2}(x)\,M_{b_1}(y),$$

so $M_{b_2}/M_{b_1}$ falls with energy. Now let $x_1$ and $x_2$ be peaks at $b_1$ and $b_2$, and suppose $x_1<x_2$. Being peaks, they satisfy $M_{b_2}(x_1)\le M_{b_2}(x_2)$ and $M_{b_1}(x_2)\le M_{b_1}(x_1)$. All four values are positive, so the inequalities multiply to

$$M_{b_2}(x_1)M_{b_1}(x_2)\le M_{b_2}(x_2)M_{b_1}(x_1),$$

which contradicts the previous display at $x=x_1$, $y=x_2$. Hence $x_2\le x_1$.

**When the shift is strict.** At an interior peak where $S$ and $m$ are differentiable, the derivative of $M_b$ vanishes, which means $S'(1+bm)=S\,b\,m'$. If $x_1=x_2$, this holds there for both strengths. Subtracting the two equations and dividing by $b_2-b_1$ gives $S'm=Sm'$. Putting this back into the equation for $b_1$ leaves $S'=0$, and then $Sm'=0$. That is impossible if $m'>0$, so $x_2<x_1$.

**A line that resists.** Take $S(x)=4-3|x-1|$ and $m(x)=x$ on $[0,2]$. The value at the cusp is $M_b(1)=4/(1+b)$. To compare it with $M_b(y)$, cross-multiply:

$$4(1+by)-S(y)(1+b)=\begin{cases}(1-y)(3-b), & y\le 1,\\ (y-1)(3+7b), & y\ge 1.\end{cases}$$

Both expressions are nonnegative for $0\le b\le 3$, so the cusp remains a highest point throughout. At $b=3$ it shares that rank with every energy in $[0,1]$.

**A Lorentzian in numbers.** Let $S(x)=1/(1+x^2)$ and $m(x)=1+x$ on $[-1,1]$, with $x$ in units of the half width at half maximum. Without absorption the peak is at $0$. For $b=1$, $M_1=1/D$ with $D=(1+x^2)(2+x)$ and $D'=(3x+1)(x+1)$. So $D$ is smallest at $x=-1/3$, and the peak has moved down by a third of the half width. Its height is $27/50$, compared with $1/2$ at the original position.

### What the Lean statements say

`measured S m b x` is $M_b(x)$, and `IsPeak E f x` says that `x` belongs to the set `E` of energies and that no energy in `E` gives a larger value of `f`. `E` may be an interval or the discrete channels of a detector. In `peak_never_moves_up`, the hypotheses `hS`, `hm` and `hmono` require positive emission and nonnegative, strictly increasing absorption on `E` only. The conclusion `x₂ ≤ x₁` holds for every choice of peaks when there are ties. The existence of a peak is assumed through `h₁` and `h₂`. Since `b₁` may be zero, a self-absorbed peak never lies above a peak of the unabsorbed emission.

In `smooth_peak_moves_down`, `E ∈ 𝓝 x₁` says that `E` contains a whole neighbourhood of `x₁`. The numbers `S'` and `m'` are the slopes there, and `hslope` makes the absorption slope positive. `cusp_peak_unmoved` shows that, with the other hypotheses kept, the strict shift can fail if `S` is not differentiable at `x₁`.

The physical restriction to watch is `hmono`. It suits the rising part of an edge, but not a range that includes an absorption maximum and the fall beyond it. The model also leaves out finite thickness, secondary fluorescence and instrumental broadening. It takes $S$ and $m$ to stay the same when the sample is turned, which can fail for a single crystal or an oriented film. For a calculated emission spectrum compared with experiment, the result says that self-absorption does not shift the measured peak upward, within this thick-sample model and for increasing absorption. The shift may be zero.

```lean
import Mathlib

open MeasureTheory Set Topology

namespace SelfAbsorptionPeakShift

noncomputable section

/-- The measured spectrum `S / (1 + b m)`: emission `S` weakened by self-absorption of
strength `b` with absorption coefficient `m`, at energies where `1 + b m` is nonzero. -/
def measured (S m : ℝ → ℝ) (b x : ℝ) : ℝ := S x / (1 + b * m x)

/-- The energy `x` is a global peak of the spectrum `f` on the set `E` of energies. -/
def IsPeak (E : Set ℝ) (f : ℝ → ℝ) (x : ℝ) : Prop := x ∈ E ∧ ∀ y ∈ E, f y ≤ f x

/-- In a semi-infinite sample the incoming beam is attenuated at rate `a > 0` per depth and the
emitted light at rate `g m(x)`, with `g` and `m(x)` nonnegative. Summing the emission over all
depths gives the measured spectrum with self-absorption strength `g / a`. -/
theorem thick_sample_integral (S m : ℝ → ℝ) {a g x : ℝ} (ha : 0 < a) (hg : 0 ≤ g)
    (hm : 0 ≤ m x) :
    ∫ z in Ioi (0 : ℝ), a * S x * Real.exp (-((a + g * m x) * z))
      = measured S m (g / a) x := by
  have hk : 0 < a + g * m x := by positivity
  -- the depth integral of the total attenuation factor
  have key : ∫ z in Ioi (0 : ℝ), Real.exp (-((a + g * m x) * z)) = (a + g * m x)⁻¹ := by
    have h := integral_comp_mul_left_Ioi (fun t => Real.exp (-t)) 0 hk
    simp only [mul_zero, integral_exp_neg_Ioi_zero, smul_eq_mul, mul_one] at h
    exact h
  have hden : 1 + g / a * m x = (a + g * m x) / a := by field_simp
  rw [integral_const_mul, key, measured, hden]
  field_simp

/-- For positive emission, nonnegative and strictly increasing absorption, and nonnegative
self-absorption strengths, the ratio of the more strongly to the more weakly self-absorbed spectrum
strictly decreases with energy (written without division). -/
theorem ratio_decreases {E : Set ℝ} {S m : ℝ → ℝ} {b₁ b₂ x y : ℝ}
    (hS : ∀ e ∈ E, 0 < S e) (hm : ∀ e ∈ E, 0 ≤ m e) (hmono : StrictMonoOn m E)
    (hb₁ : 0 ≤ b₁) (hb : b₁ < b₂) (hx : x ∈ E) (hy : y ∈ E) (hxy : x < y) :
    measured S m b₂ y * measured S m b₁ x < measured S m b₂ x * measured S m b₁ y := by
  have hb₂ : 0 ≤ b₂ := hb₁.trans hb.le
  have hmx := hm x hx
  have hmy := hm y hy
  have hlt := hmono hx hy hxy
  unfold measured
  rw [div_mul_div_comm, div_mul_div_comm, mul_comm (S y) (S x)]
  apply div_lt_div_of_pos_left (mul_pos (hS x hx) (hS y hy)) (by positivity)
  -- the denominators differ by (b₂ - b₁) (m y - m x)
  nlinarith [mul_pos (sub_pos.mpr hb) (sub_pos.mpr hlt)]

/-- Raising the self-absorption strength from a nonnegative value never moves the measured peak
upward in energy, if the emission is positive and the absorption coefficient is nonnegative and
strictly increasing. -/
theorem peak_never_moves_up {E : Set ℝ} {S m : ℝ → ℝ} {b₁ b₂ x₁ x₂ : ℝ}
    (hS : ∀ e ∈ E, 0 < S e) (hm : ∀ e ∈ E, 0 ≤ m e) (hmono : StrictMonoOn m E)
    (hb₁ : 0 ≤ b₁) (hb : b₁ < b₂)
    (h₁ : IsPeak E (measured S m b₁) x₁) (h₂ : IsPeak E (measured S m b₂) x₂) :
    x₂ ≤ x₁ := by
  by_contra h
  have hratio := ratio_decreases hS hm hmono hb₁ hb h₁.1 h₂.1 (not_le.mp h)
  have hb₂ : 0 ≤ b₂ := hb₁.trans hb.le
  have hSx := hS x₂ h₂.1
  have hmx := hm x₂ h₂.1
  have p₁ : 0 ≤ measured S m b₁ x₂ := by unfold measured; positivity
  have p₂ : 0 ≤ measured S m b₂ x₂ := by unfold measured; positivity
  -- the two peak conditions multiply to the opposite inequality
  have hpeaks := mul_le_mul (h₂.2 x₁ h₁.1) (h₁.2 x₂ h₂.1) p₁ p₂
  exact absurd hratio (not_lt_of_ge hpeaks)

/-- At a measured peak in the interior of the energy range, where emission and absorption are
differentiable and `1 + b m` is nonzero, the slopes obey `S' (1 + b m) = S b m'`. -/
theorem peak_stationary {E : Set ℝ} {S m : ℝ → ℝ} {b x S' m' : ℝ}
    (hE : E ∈ 𝓝 x) (hS : HasDerivAt S S' x) (hm : HasDerivAt m m' x)
    (hne : 1 + b * m x ≠ 0) (h : IsPeak E (measured S m b) x) :
    S' * (1 + b * m x) = S x * (b * m') := by
  have hd : HasDerivAt (measured S m b)
      ((S' * (1 + b * m x) - S x * (b * m')) / (1 + b * m x) ^ 2) x :=
    hS.fun_div ((hm.const_mul b).const_add 1) hne
  have hmax : IsLocalMax (measured S m b) x :=
    Filter.mem_of_superset hE (fun y hy => h.2 y hy)
  have h0 := hmax.hasDerivAt_eq_zero hd
  have hnum := (div_eq_zero_iff.mp h0).resolve_right (pow_ne_zero 2 hne)
  linarith

/-- Let the emission be positive and the absorption coefficient nonnegative and strictly increasing.
Raising the self-absorption strength from a nonnegative value moves the measured peak strictly
downward if the less absorbed peak lies in the interior of the energy range and emission and
absorption are differentiable there, the absorption with positive slope. -/
theorem smooth_peak_moves_down {E : Set ℝ} {S m : ℝ → ℝ} {b₁ b₂ x₁ x₂ S' m' : ℝ}
    (hS : ∀ e ∈ E, 0 < S e) (hm : ∀ e ∈ E, 0 ≤ m e) (hmono : StrictMonoOn m E)
    (hb₁ : 0 ≤ b₁) (hb : b₁ < b₂)
    (h₁ : IsPeak E (measured S m b₁) x₁) (h₂ : IsPeak E (measured S m b₂) x₂)
    (hE : E ∈ 𝓝 x₁) (hS' : HasDerivAt S S' x₁) (hm' : HasDerivAt m m' x₁)
    (hslope : 0 < m') :
    x₂ < x₁ := by
  refine lt_of_le_of_ne (peak_never_moves_up hS hm hmono hb₁ hb h₁ h₂) (fun h => ?_)
  rw [h] at h₂
  have hb₂ : 0 ≤ b₂ := hb₁.trans hb.le
  have hmx := hm x₁ h₁.1
  have s₁ := peak_stationary hE hS' hm' (by positivity) h₁
  have s₂ := peak_stationary hE hS' hm' (by positivity) h₂
  -- stationarity at two absorption strengths forces S' m = S m', then S' = 0
  have hprod : S' * m x₁ = S x₁ * m' := by
    apply mul_left_cancel₀ (sub_pos.mpr hb).ne'
    linear_combination s₂ - s₁
  have hzero : S' = 0 := by linear_combination s₁ - b₁ * hprod
  rw [hzero, zero_mul] at hprod
  exact (mul_pos (hS x₁ h₁.1) hslope).ne hprod

/-- A cusped line can resist the shift: for emission `4 - 3 |x - 1|` and absorption `m(x) = x` on
the energies from 0 to 2, the energy 1 is a peak of the measured spectrum for every strength `b`
from 0 to 3. -/
theorem cusp_peak_unmoved {b : ℝ} (hb₀ : 0 ≤ b) (hb₃ : b ≤ 3) :
    IsPeak (Icc 0 2) (measured (fun x => 4 - 3 * |x - 1|) (fun x => x) b) 1 := by
  refine ⟨⟨by norm_num, by norm_num⟩, fun y hy => ?_⟩
  have hy₀ : 0 ≤ y := hy.1
  have hd₁ : 0 < 1 + b * y := by positivity
  have hd₂ : 0 < 1 + b * 1 := by positivity
  simp only [measured, sub_self, abs_zero, mul_zero, sub_zero]
  rw [div_le_div_iff₀ hd₁ hd₂]
  rcases le_total y 1 with h | h
  · -- below the cusp
    rw [abs_of_nonpos (sub_nonpos.mpr h)]
    nlinarith [mul_nonneg (sub_nonneg.mpr h) (sub_nonneg.mpr hb₃)]
  · -- above the cusp
    rw [abs_of_nonneg (sub_nonneg.mpr h)]
    nlinarith [mul_nonneg hb₀ (sub_nonneg.mpr h)]

end

end SelfAbsorptionPeakShift
```

```lean
#print axioms SelfAbsorptionPeakShift.thick_sample_integral
#print axioms SelfAbsorptionPeakShift.peak_never_moves_up
#print axioms SelfAbsorptionPeakShift.smooth_peak_moves_down
#print axioms SelfAbsorptionPeakShift.cusp_peak_unmoved
```

```
'SelfAbsorptionPeakShift.thick_sample_integral' depends on axioms: [propext, Classical.choice, Quot.sound]
'SelfAbsorptionPeakShift.peak_never_moves_up' depends on axioms: [propext, Classical.choice, Quot.sound]
'SelfAbsorptionPeakShift.smooth_peak_moves_down' depends on axioms: [propext, Classical.choice, Quot.sound]
'SelfAbsorptionPeakShift.cusp_peak_unmoved' depends on axioms: [propext, Classical.choice, Quot.sound]
```

### How the lemmas carry the argument

`thick_sample_integral` evaluates the depth integral. Its step `key` rescales the depth variable, so that the integral of $e^{-t}$ over the positive half-line gives the inverse of the total attenuation rate. The remaining algebra identifies the strength as `g / a`.

`ratio_decreases` is the cross-multiplied inequality. After the fractions are combined, both sides have the same positive numerator, and `div_lt_div_of_pos_left` reduces the claim to a comparison of denominators. The final `nlinarith` receives the product $(b_2-b_1)(m(y)-m(x))>0$, which is exactly their difference.

`peak_never_moves_up` assumes the opposite order and applies this lemma. It then multiplies the two peak conditions with `mul_le_mul`; `p₁` and `p₂` supply the signs that this needs. The two inequalities contradict each other.

`peak_stationary` turns a global peak on a neighbourhood into a local maximum, so the derivative from the quotient rule is zero. Its denominator is nonzero, which leaves the numerator equation. `smooth_peak_moves_down` starts from the weak inequality and excludes equality: `s₁` and `s₂` are the stationarity conditions at the two strengths, `hprod` is $S'm=Sm'$, and `hzero` is $S'=0$.

`cusp_peak_unmoved` clears the positive denominators and treats the two sides of the cusp separately. Below it, `nlinarith` uses $(1-y)(3-b)\ge 0$; above it, $b(y-1)\ge 0$ together with $y\ge 1$ is enough.
